# A Hermitian matrix that a finite group of unitaries changes by at most δ in operator norm has d eigenvalues within δ of each d-fold level of its group average

## Two orbitals and a parity-breaking coupling

Take one even and one odd orbital, both at energy zero, and let a stray field couple them with strength $t>0$. In this basis the Hamiltonian and the parity operation are

$$H=\begin{pmatrix}0&t\\t&0\end{pmatrix},\qquad P=\begin{pmatrix}1&0\\0&-1\end{pmatrix}.$$

Parity reverses the sign of the coupling, $PHP^\dagger=-H$, so it changes $H$ by $-2H$, a matrix of operator norm $2t$. The group consists of the identity and $P$, and the mean of $H$ and $-H$ is zero. The symmetrized Hamiltonian therefore has a twofold level at $0$, while $H$ itself has the levels $+t$ and $-t$.

Write $\delta=2t$ for the size of the symmetry breaking. Each level of $H$ lies at distance $t=\delta/2$ from the twofold level. The factor $1/2$ arises because one of the two group elements, the identity, leaves $H$ alone. For a group with $|G|$ elements the factor becomes $1-1/|G|$, and the example shows that for two elements it can't be improved.

## Symmetry breaking and the averaged Hamiltonian

Let a finite group $G$ act on a finite orthonormal basis by unitary matrices $U(g)$, and let $H$ be a Hermitian matrix in that basis. Define the transformed Hamiltonians and their mean by

$$H_g=U(g)\,H\,U(g)^\dagger,\qquad \bar H=\frac1{|G|}\sum_{g\in G}H_g .$$

The number $\delta$ bounds the symmetry breaking: $\|H_g-H\|\le\delta$ for every $g$, in the operator norm. Physically it stands for whatever makes $H$ miss the symmetry, such as an integration grid that doesn't respect the point group or a slightly distorted geometry.

The result is this. If $e$ is a level of $\bar H$ with multiplicity $d$, then at least $d$ eigenvalues of $H$, counted with multiplicity, lie within

$$r=\left(1-\frac1{|G|}\right)\delta$$

of $e$. In particular, $d$ of them can be chosen within $\delta$ of $e$ and within $2\delta$ of each other. For a finite Hamiltonian matrix in an orthonormal basis, this turns a measured symmetry error into a bound on the splitting of a multiplet.

## The average is symmetric and close to H

Each $H_g$ is Hermitian, since $(UHU^\dagger)^\dagger=UH^\dagger U^\dagger=UHU^\dagger$. The mean has real weights, so $\bar H$ is Hermitian too. For any $h\in G$,

$$U(h)\,\bar H\,U(h)^\dagger=\frac1{|G|}\sum_g H_{hg}=\bar H,$$

because $g\mapsto hg$ only permutes the group.

For the distance from $H$, subtract $H$ inside the mean. The term with $g=1$ vanishes, and $|G|-1$ terms remain:

$$\|\bar H-H\|=\Big\|\frac1{|G|}\sum_{g\ne1}(H_g-H)\Big\|\le\frac{|G|-1}{|G|}\,\delta=r .$$

## Counting levels in the window

Let $b_i$ be an orthonormal basis of eigenvectors of $H$ with eigenvalues $\lambda_i$, and let $I$ be the set of indices with $|\lambda_i-e|\le r$. Let $W$ be the eigenspace of $\bar H$ at $e$, of dimension $d$.

Suppose that $I$ had fewer than $d$ elements. The linear map that sends $x\in W$ to the numbers $\langle b_i,x\rangle$ with $i\in I$ would then go from a $d$-dimensional space to a smaller one. Hence some nonzero $x\in W$ would be orthogonal to every $b_i$ with $i\in I$.

On the one hand, $\bar Hx=ex$ gives $(H-e)x=(H-\bar H)x$, so

$$\|(H-e)x\|\le r\|x\|.$$

On the other hand, $\langle b_i,(H-e)x\rangle=(\lambda_i-e)\langle b_i,x\rangle$. Parseval's identity then gives

$$\|(H-e)x\|^2=\sum_{i\notin I}(\lambda_i-e)^2|\langle b_i,x\rangle|^2>r^2\sum_{i\notin I}|\langle b_i,x\rangle|^2=r^2\|x\|^2 .$$

The inequality is strict because $x\neq0$ has at least one nonzero coefficient, and that coefficient belongs to a level outside the window. The two estimates contradict each other, so $I$ has at least $d$ elements.

Now choose $d$ indices from $I$. The case $g=1$ of the hypothesis gives $\delta\ge0$, hence $r\le\delta$. For two chosen indices $i$ and $j$,

$$|\lambda_i-\lambda_j|\le|\lambda_i-e|+|e-\lambda_j|\le2\delta .$$

## The statement in Lean

The index type `n` labels the basis, and `U : G →* unitaryGroup n ℂ` is a homomorphism into the unitary matrices. It need not be injective. For a group given directly as unitary matrices, `U` is the inclusion. The matrix $H_g$ is `rotated U g H`, and $\bar H$ is `groupAverage U H`. The opened scope `Matrix.Norms.L2Operator` makes `‖·‖` the operator norm belonging to the Euclidean length of vectors.

`levelMultiplicity A e` is the dimension of the eigenspace of `A` at the real number `e`, and is zero if `e` is not an eigenvalue. The eigenvalues of `H` are a family `hH.eigenvalues` indexed by `n`, where `hH` is the proof that `H` is Hermitian. `levelsWithin hH e r` is a set of indices, so a repeated eigenvalue counts as often as it occurs.

The theorem `multiplicity_le_card_levelsWithin` says that the multiplicity $d$ is at most the number of indices in the window of half-width $r$. The theorem `spurious_splitting_le` provides a set `S` of exactly $d$ indices with the bounds $\delta$ and $2\delta$.

Several limits follow from this form:

- The degeneracy of $\bar H$ may be required by symmetry or accidental, as in the two-orbital example; the theorems don't distinguish the two.
- The window may contain further levels of $H$ that have nothing to do with the multiplet.
- Each level $e$ is treated separately, so the sets chosen for two nearby levels may overlap.
- Antiunitary operations such as time reversal don't fit the type of `U`, and a non-orthogonal orbital basis must first be orthogonalised.

## The Lean file

```lean
import Mathlib

open Matrix Finset
open scoped Matrix.Norms.L2Operator

namespace ApproximateSymmetry

noncomputable section

variable {G n : Type*} [Group G] [Fintype G] [Fintype n] [DecidableEq n]

/-- The Hamiltonian `H` transformed by the symmetry operation `g`, that is `U(g) H U(g)ᴴ`. -/
def rotated (U : G →* unitaryGroup n ℂ) (g : G) (H : Matrix n n ℂ) : Matrix n n ℂ :=
  (U g : Matrix n n ℂ) * H * (U g : Matrix n n ℂ)ᴴ

/-- The symmetrized Hamiltonian: the mean of the transformed Hamiltonians over the group. -/
def groupAverage (U : G →* unitaryGroup n ℂ) (H : Matrix n n ℂ) : Matrix n n ℂ :=
  (Fintype.card G : ℂ)⁻¹ • ∑ g, rotated U g H

/-- The multiplicity of the level `e` of `A`: the dimension of its eigenspace. -/
def levelMultiplicity (A : Matrix n n ℂ) (e : ℝ) : ℕ :=
  Module.finrank ℂ (Module.End.eigenspace (Matrix.toEuclideanLin A) (e : ℂ))

/-- The set of indices `i` for which the `i`-th eigenvalue of `H`, in the list with multiplicity,
lies within `r` of the energy `e`. -/
def levelsWithin {H : Matrix n n ℂ} (hH : H.IsHermitian) (e r : ℝ) : Finset n :=
  univ.filter fun i => |hH.eigenvalues i - e| ≤ r

/-- The group average of a Hermitian matrix is Hermitian. -/
theorem groupAverage_isHermitian (U : G →* unitaryGroup n ℂ) {H : Matrix n n ℂ}
    (hH : H.IsHermitian) : (groupAverage U H).IsHermitian := by
  have h : ∀ g, (rotated U g H)ᴴ = rotated U g H := fun g => by
    simp only [rotated, conjTranspose_mul, conjTranspose_conjTranspose, hH.eq, mul_assoc]
  unfold Matrix.IsHermitian groupAverage
  rw [conjTranspose_smul, conjTranspose_sum]
  simp [h]

/-- The group average is unchanged by every symmetry operation of the group. -/
theorem rotated_groupAverage (U : G →* unitaryGroup n ℂ) (H : Matrix n n ℂ) (h : G) :
    rotated U h (groupAverage U H) = groupAverage U H := by
  have hcomp : ∀ g, rotated U h (rotated U g H) = rotated U (h * g) H := fun g => by
    simp only [rotated, map_mul, Submonoid.coe_mul, conjTranspose_mul, mul_assoc]
  have hlin : rotated U h (groupAverage U H)
      = (Fintype.card G : ℂ)⁻¹ • ∑ g, rotated U h (rotated U g H) := by
    simp only [rotated, groupAverage, Matrix.mul_smul, Matrix.smul_mul, Finset.mul_sum,
      Finset.sum_mul]
  rw [hlin, groupAverage]
  congr 1
  -- left multiplication by `h` only permutes the group elements
  exact Fintype.sum_equiv (Equiv.mulLeft h) _ _ hcomp

/-- If no symmetry operation changes `H` by more than `δ` in operator norm, then symmetrizing
changes `H` by at most `(1 - 1/|G|) δ`. -/
theorem norm_groupAverage_sub_le (U : G →* unitaryGroup n ℂ) (H : Matrix n n ℂ) {δ : ℝ}
    (hδ : ∀ g, ‖rotated U g H - H‖ ≤ δ) :
    ‖groupAverage U H - H‖ ≤ (1 - 1 / (Fintype.card G : ℝ)) * δ := by
  classical
  have hN : (0 : ℝ) < Fintype.card G := by exact_mod_cast Fintype.card_pos
  have hNc : (Fintype.card G : ℂ) ≠ 0 := by exact_mod_cast Fintype.card_ne_zero
  -- the identity element does not contribute
  have h1 : rotated U 1 H - H = 0 := by simp [rotated]
  have he : ∑ g ∈ univ.erase (1 : G), (rotated U g H - H) = ∑ g, (rotated U g H - H) :=
    Finset.sum_erase (f := fun g => rotated U g H - H) univ h1
  have hsum : groupAverage U H - H
      = (Fintype.card G : ℂ)⁻¹ • ∑ g ∈ univ.erase (1 : G), (rotated U g H - H) := by
    rw [he, Finset.sum_sub_distrib, smul_sub, Finset.sum_const, Finset.card_univ,
      ← Nat.cast_smul_eq_nsmul ℂ, smul_smul, inv_mul_cancel₀ hNc, one_smul, groupAverage]
  have hb : ‖∑ g ∈ univ.erase (1 : G), (rotated U g H - H)‖
      ≤ ((Fintype.card G : ℝ) - 1) * δ := by
    refine (norm_sum_le_of_le _ fun g _ => hδ g).trans (le_of_eq ?_)
    rw [Finset.sum_const, Finset.card_erase_of_mem (mem_univ _), Finset.card_univ,
      nsmul_eq_mul, Nat.cast_sub Fintype.card_pos, Nat.cast_one]
  rw [hsum, norm_smul, norm_inv, Complex.norm_natCast]
  calc (Fintype.card G : ℝ)⁻¹ * ‖∑ g ∈ univ.erase (1 : G), (rotated U g H - H)‖
      ≤ (Fintype.card G : ℝ)⁻¹ * (((Fintype.card G : ℝ) - 1) * δ) := by gcongr
    _ = (1 - 1 / (Fintype.card G : ℝ)) * δ := by field_simp

/-- Let no symmetry operation change the Hermitian matrix `H` by more than `δ` in operator norm.
If `e` is a `d`-fold level of the group average, then at least `d` eigenvalues of `H`, counted
with multiplicity, lie within `(1 - 1/|G|) δ` of `e`. -/
theorem multiplicity_le_card_levelsWithin (U : G →* unitaryGroup n ℂ) {H : Matrix n n ℂ}
    (hH : H.IsHermitian) {δ : ℝ} (hδ : ∀ g, ‖rotated U g H - H‖ ≤ δ) (e : ℝ) :
    levelMultiplicity (groupAverage U H) e
      ≤ (levelsWithin hH e ((1 - 1 / (Fintype.card G : ℝ)) * δ)).card := by
  have hnorm := norm_groupAverage_sub_le U H hδ
  set r := (1 - 1 / (Fintype.card G : ℝ)) * δ
  have hr : 0 ≤ r := (norm_nonneg _).trans hnorm
  by_contra! hlt
  let b := hH.eigenvectorBasis
  let W := Module.End.eigenspace (Matrix.toEuclideanLin (groupAverage U H)) (e : ℂ)
  -- some nonzero `x` in the multiplet is orthogonal to all eigenvectors in the window
  let L : W →ₗ[ℂ] (levelsWithin hH e r → ℂ) :=
    LinearMap.pi fun i => (innerₛₗ ℂ (b i)).comp W.subtype
  have hker : LinearMap.ker L ≠ ⊥ := by
    apply LinearMap.ker_ne_bot_of_finrank_lt
    rw [Module.finrank_fintype_fun_eq_card, Fintype.card_coe]
    exact hlt
  obtain ⟨⟨x, hxW⟩, hxL, hx0⟩ := Submodule.exists_mem_ne_zero_of_ne_bot hker
  have hx : x ≠ 0 := fun h => hx0 (Subtype.ext h)
  have horth : ∀ i ∈ levelsWithin hH e r, inner ℂ (b i) x = 0 := fun i hi =>
    congrFun (LinearMap.mem_ker.1 hxL) ⟨i, hi⟩
  have hxe := Module.End.mem_eigenspace_iff.1 hxW
  -- `x` is an approximate eigenvector of `H`
  have hy : ‖Matrix.toEuclideanLin H x - (e : ℂ) • x‖ ≤ r * ‖x‖ := by
    have h : Matrix.toEuclideanLin H x - (e : ℂ) • x
        = -(Matrix.toEuclideanLin (groupAverage U H - H) x) := by
      rw [map_sub, LinearMap.sub_apply, hxe]; abel
    rw [h, norm_neg]
    exact (Matrix.l2_opNorm_mulVec (groupAverage U H - H) x).trans (by gcongr)
  have hb : ∀ i, Matrix.toEuclideanLin H (b i) = (hH.eigenvalues i : ℂ) • b i := fun i => by
    ext j
    simpa [Matrix.toLpLin_apply] using congrFun (hH.mulVec_eigenvectorBasis i) j
  have hin : ∀ i, ‖inner ℂ (b i) (Matrix.toEuclideanLin H x - (e : ℂ) • x)‖ ^ 2
      = (hH.eigenvalues i - e) ^ 2 * ‖inner ℂ (b i) x‖ ^ 2 := fun i => by
    have h : inner ℂ (b i) (Matrix.toEuclideanLin H x - (e : ℂ) • x)
        = ((hH.eigenvalues i - e : ℝ) : ℂ) * inner ℂ (b i) x := by
      rw [inner_sub_right, inner_smul_right,
        ← (isSymmetric_toEuclideanLin_iff.2 hH) (b i) x, hb, inner_smul_left,
        Complex.conj_ofReal]
      push_cast
      ring
    rw [h, norm_mul, mul_pow, Complex.norm_real, Real.norm_eq_abs, sq_abs]
  have hout : ∀ i, inner ℂ (b i) x ≠ 0 → r ^ 2 < (hH.eigenvalues i - e) ^ 2 := fun i hi => by
    have h : r < |hH.eigenvalues i - e| := by
      by_contra! h
      exact hi (horth i (by simp [levelsWithin, h]))
    rw [← sq_abs (hH.eigenvalues i - e)]
    nlinarith
  obtain ⟨k, hk⟩ : ∃ k, inner ℂ (b k) x ≠ 0 := by
    by_contra! h
    have h2 : ‖x‖ ^ 2 = 0 := by
      rw [← b.sum_sq_norm_inner_right x]
      exact Finset.sum_eq_zero fun i _ => by rw [h i, norm_zero, zero_pow two_ne_zero]
    exact hx (norm_eq_zero.1 ((pow_eq_zero_iff two_ne_zero).1 h2))
  -- Parseval: all weight of `x` sits on levels outside the window
  have hstrict : r ^ 2 * ‖x‖ ^ 2 < ‖Matrix.toEuclideanLin H x - (e : ℂ) • x‖ ^ 2 := by
    rw [← b.sum_sq_norm_inner_right x, ← b.sum_sq_norm_inner_right (_ - _), Finset.mul_sum]
    refine Finset.sum_lt_sum (fun i _ => ?_) ⟨k, mem_univ _, ?_⟩
    · rw [hin]
      by_cases hi : inner ℂ (b i) x = 0
      · simp [hi]
      · exact mul_le_mul_of_nonneg_right (hout i hi).le (sq_nonneg _)
    · rw [hin]
      exact mul_lt_mul_of_pos_right (hout k hk) (pow_pos (norm_pos_iff.2 hk) 2)
  have hsq := pow_le_pow_left₀ (norm_nonneg _) hy 2
  rw [mul_pow] at hsq
  linarith

/-- Let no symmetry operation change the Hermitian matrix `H` by more than `δ` in operator norm.
For a `d`-fold level `e` of the group average one can choose `d` eigenvalues of `H`, counted with
multiplicity, that lie within `δ` of `e` and within `2δ` of each other. -/
theorem spurious_splitting_le (U : G →* unitaryGroup n ℂ) {H : Matrix n n ℂ}
    (hH : H.IsHermitian) {δ : ℝ} (hδ : ∀ g, ‖rotated U g H - H‖ ≤ δ) (e : ℝ) :
    ∃ S : Finset n, S.card = levelMultiplicity (groupAverage U H) e ∧
      (∀ i ∈ S, |hH.eigenvalues i - e| ≤ δ) ∧
      ∀ i ∈ S, ∀ j ∈ S, |hH.eigenvalues i - hH.eigenvalues j| ≤ 2 * δ := by
  obtain ⟨S, hS, hcard⟩ :=
    Finset.exists_subset_card_eq (multiplicity_le_card_levelsWithin U hH hδ e)
  have hδ0 : 0 ≤ δ := (norm_nonneg _).trans (hδ 1)
  have hN : 0 ≤ 1 / (Fintype.card G : ℝ) := by positivity
  have hnear : ∀ i ∈ S, |hH.eigenvalues i - e| ≤ δ := fun i hi => by
    have h := (Finset.mem_filter.1 (hS hi)).2
    nlinarith [mul_nonneg hN hδ0]
  refine ⟨S, hcard, hnear, fun i hi j hj => ?_⟩
  have h1 := abs_le.1 (hnear i hi)
  have h2 := abs_le.1 (hnear j hj)
  exact abs_le.2 ⟨by linarith, by linarith⟩

end

end ApproximateSymmetry
```

```lean
#print axioms ApproximateSymmetry.groupAverage_isHermitian
#print axioms ApproximateSymmetry.rotated_groupAverage
#print axioms ApproximateSymmetry.multiplicity_le_card_levelsWithin
#print axioms ApproximateSymmetry.spurious_splitting_le
```

```
'ApproximateSymmetry.groupAverage_isHermitian' depends on axioms: [propext, Classical.choice, Quot.sound]
'ApproximateSymmetry.rotated_groupAverage' depends on axioms: [propext, Classical.choice, Quot.sound]
'ApproximateSymmetry.multiplicity_le_card_levelsWithin' depends on axioms: [propext, Classical.choice, Quot.sound]
'ApproximateSymmetry.spurious_splitting_le' depends on axioms: [propext, Classical.choice, Quot.sound]
```

## From the group sum to the norm bound

`groupAverage_isHermitian` first shows that each transformed matrix equals its conjugate transpose, then carries this through the sum. In `rotated_groupAverage`, `hcomp` is the composition rule that turns $H_g$ into $H_{hg}$, `hlin` moves the transformation inside the mean, and `Equiv.mulLeft h` relabels the sum. These two theorems establish that $\bar H$ is a proper symmetric reference Hamiltonian; the level count doesn't use them.

The count does need `norm_groupAverage_sub_le`. There `h1` says that the identity contributes zero, and `he` removes it from the sum. The equation `hsum` writes $\bar H-H$ as the sum of the remaining differences divided by $|G|$, and `hb` bounds their sum by $(|G|-1)\delta$. The closing `calc` divides by $|G|$.

## The contradiction inside the main theorem

After `by_contra! hlt`, the window is assumed to hold fewer than $d$ levels. The map `L` collects the overlaps of a vector in `W` with the eigenvectors in the window. Its kernel is nonzero by `LinearMap.ker_ne_bot_of_finrank_lt`, which is the dimension count above. This yields `x`, and `horth` records its orthogonality.

The two estimates of $\|(H-e)x\|$ are then built separately:

- `hy` is the upper bound. It uses the eigenvalue equation `hxe` for $\bar H$ and the norm bound already proved.
- `hin` computes the squared components of $(H-e)x$ along the eigenvectors, moving $H$ to the other side of the inner product by Hermiticity.
- `hout` says that a nonzero overlap forces $(\lambda_i-e)^2>r^2$.
- `hstrict` combines these with Parseval's identity, `b.sum_sq_norm_inner_right`. The index `k`, where `x` has a nonzero overlap, makes the inequality strict.

Squaring `hy` gives `hsq`, which contradicts `hstrict`, and `linarith` closes the proof.

In `spurious_splitting_le`, `Finset.exists_subset_card_eq` picks exactly $d$ indices from the window. `hnear` relaxes $r$ to $\delta$, and the last lines are the triangle inequality, written out as two-sided bounds with `abs_le`.
